# Closed-form fine-structure levels of a triplet Σ state with rotation, spin-rotation and spin-spin coupling

A diatomic molecule in a ³Σ state, such as ground-state O₂, rotates with angular momentum N and carries electron spin S = 1. For each total angular momentum J ≥ 1 and each orientation of J, combining N and S gives three states, from N = J − 1, J and J + 1. Where do their energies lie? (In ¹⁶O₂, whose identical nuclei have no spin, only the states with odd N occur, so not all three are present at a given J.)

Work at fixed J, with ℏ = 1, in the Hund's case (a) basis Σ = 1, 0, −1, where Σ is the spin projection on the molecular axis. With the vector relation N = J − S, the Hamiltonian is

H = B N² + g N·S + (2L/3)(3S_z² − S²).

The real constants B, g and L measure rotation, spin-rotation and spin-spin coupling. Centrifugal distortion is neglected. Mixing with other electronic states is not treated explicitly; when g and L are fitted to spectra, they also absorb second-order effects of spin-orbit coupling to such states. Write x = J(J+1), which is `jj J`. The matrix of J·S is an input: its diagonal is Σ², and q = √(x/2), `coupling J`, connects Σ = 0 to Σ = ±1.

`IsLevel A E` means that a nonzero real vector v satisfies Av = Ev; it does not count multiplicity. Lean also admits J = 0, where only Σ = 0 is physical and the matrix keeps two spurious states. The other definitions name quantities derived in the parts below.

```lean
import Mathlib

open Matrix

namespace TripletSigmaFineStructure

noncomputable section

/-- The squared total angular momentum `J(J+1)`, in units of `ℏ²`. -/
def jj (J : ℕ) : ℝ := (J : ℝ) * (J + 1)

/-- The matrix element `√(J(J+1)/2)` of `J·S` between `Σ = 0` and `Σ = ±1`. -/
def coupling (J : ℕ) : ℝ := √(jj J / 2)

/-- The operator `J·S` in the case (a) basis `Σ = 1, 0, -1` of a triplet Sigma state,
for `J ≥ 1`, where all three basis states exist. -/
def jDotS (J : ℕ) : Matrix (Fin 3) (Fin 3) ℝ :=
  !![1, coupling J, 0; coupling J, 0, coupling J; 0, coupling J, 1]

/-- The spin projection on the molecular axis, in the basis `Σ = 1, 0, -1`. -/
def spinZ : Matrix (Fin 3) (Fin 3) ℝ := !![1, 0, 0; 0, 0, 0; 0, 0, -1]

/-- The squared rotational angular momentum `N² = J² + S² - 2 J·S` for `S = 1`. -/
def nSq (J : ℕ) : Matrix (Fin 3) (Fin 3) ℝ :=
  (jj J + 2) • (1 : Matrix (Fin 3) (Fin 3) ℝ) - (2 : ℝ) • jDotS J

/-- The Hamiltonian `B N² + g N·S + (2L/3)(3 S_z² - S²)`: rotation, spin-rotation
and spin-spin coupling, with `N·S = J·S - S²`. -/
def hamiltonian (B g L : ℝ) (J : ℕ) : Matrix (Fin 3) (Fin 3) ℝ :=
  B • nSq J + g • (jDotS J - (2 : ℝ) • (1 : Matrix (Fin 3) (Fin 3) ℝ))
    + (2 * L / 3) • ((3 : ℝ) • (spinZ * spinZ) - (2 : ℝ) • (1 : Matrix (Fin 3) (Fin 3) ℝ))

/-- The energy `B J(J+1) - g + 2L/3`. -/
def midLevel (B g L : ℝ) (J : ℕ) : ℝ := B * jj J - g + 2 * L / 3

/-- The two-state matrix coupling `Σ = 0` to the symmetric combination of `Σ = ±1`,
with energies measured from `midLevel`. -/
def evenBlock (b L : ℝ) (J : ℕ) : Matrix (Fin 2) (Fin 2) ℝ :=
  !![b - 2 * L, -(b * √(jj J)); -(b * √(jj J)), 0]

/-- The square root `√(b²(J+1/2)² - bL + L²)`. -/
def root (b L : ℝ) (J : ℕ) : ℝ := √(b ^ 2 * ((J : ℝ) + 1 / 2) ^ 2 - b * L + L ^ 2)

/-- The shift `b/2 - L + √(b²(J+1/2)² - bL + L²)`. -/
def upperShift (b L : ℝ) (J : ℕ) : ℝ := b / 2 - L + root b L J

/-- The shift `b/2 - L - √(b²(J+1/2)² - bL + L²)`. -/
def lowerShift (b L : ℝ) (J : ℕ) : ℝ := b / 2 - L - root b L J

/-- `E` is an energy level of `A`: some nonzero state satisfies `A v = E v`. -/
def IsLevel {n : ℕ} (A : Matrix (Fin n) (Fin n) ℝ) (E : ℝ) : Prop :=
  ∃ v : Fin n → ℝ, v ≠ 0 ∧ A *ᵥ v = E • v
```

## (a) Levels and the secular determinant

Show that E is a level of a real square matrix A exactly when

det(A − E·1) = 0.

**Solution.** Av = Ev says (A − E·1)v = 0, which has a nonzero solution exactly when the determinant vanishes. Lean takes this last fact from Mathlib.

```lean
/-- The energy levels are the roots of the secular determinant. -/
theorem isLevel_iff_det {n : ℕ} (A : Matrix (Fin n) (Fin n) ℝ) (E : ℝ) :
    IsLevel A E ↔ (A - E • (1 : Matrix (Fin n) (Fin n) ℝ)).det = 0 := by
  rw [← Matrix.exists_mulVec_eq_zero_iff]
  simp only [IsLevel, Matrix.sub_mulVec, Matrix.smul_mulVec, Matrix.one_mulVec, sub_eq_zero]
```

## (b) The three-state matrix

With b = 2B − g and E₀ = Bx − g + 2L/3 (`midLevel`), show that

H = [[E₀, −bq, 0], [−bq, E₀ + b − 2L, −bq], [0, −bq, E₀]].

**Solution.** Use N² = x + 2 − 2J·S and N·S = J·S − 2. The diagonal element for Σ = ±1 is Bx − g + 2L/3. For Σ = 0 it is B(x+2) − 2g − 4L/3 = E₀ + b − 2L. Off the diagonal, J·S carries the factor g − 2B = −b. Lean compares the nine entries.

```lean
/-- The Hamiltonian written out in the case (a) basis. -/
theorem hamiltonian_eq (B g L : ℝ) (J : ℕ) :
    hamiltonian B g L J =
      !![midLevel B g L J, -((2 * B - g) * coupling J), 0;
         -((2 * B - g) * coupling J), midLevel B g L J + (2 * B - g - 2 * L),
           -((2 * B - g) * coupling J);
         0, -((2 * B - g) * coupling J), midLevel B g L J] := by
  ext i j
  fin_cases i <;> fin_cases j <;>
    simp [hamiltonian, nSq, jDotS, spinZ, midLevel] <;>
    ring
```

## (c) The N = J component

Show that |a⟩ = (|1⟩ − |−1⟩)/√2 satisfies

N²|a⟩ = x|a⟩ and H|a⟩ = E₀|a⟩.

**Solution.** The two couplings to Σ = 0 cancel. Hence J·S|a⟩ = |a⟩, and N² gives x + 2 − 2 = x. In H only the diagonal E₀ survives. Lean uses the unnormalised vector (1, 0, −1).

```lean
/-- The antisymmetric combination of `Σ = 1` and `Σ = -1` has `N² = J(J+1)`, that is
`N = J`, and its energy is `midLevel`. -/
theorem component_N_eq_J (B g L : ℝ) (J : ℕ) :
    nSq J *ᵥ ![1, 0, -1] = jj J • ![1, 0, -1] ∧
      hamiltonian B g L J *ᵥ ![1, 0, -1] = midLevel B g L J • ![1, 0, -1] := by
  constructor
  · rw [nSq, Matrix.sub_mulVec, Matrix.smul_mulVec, Matrix.smul_mulVec, Matrix.one_mulVec]
    ext i
    fin_cases i <;> simp [jDotS]
  · rw [hamiltonian_eq]
    ext i
    fin_cases i <;> simp [Matrix.mulVec, dotProduct, Fin.sum_univ_succ]
```

## (d) The square root

Let R = √(b²(J+½)² − bL + L²), which is `root`. Show that

R² = (b/2 − L)² + b²x.

**Solution.** Since (J+½)² = x + ¼, the radicand is b²x + b²/4 − bL + L², which is the right-hand side. It is non-negative, so squaring undoes the root.

```lean
/-- The squared root is the sum of a diagonal part `(b/2 - L)²` and a coupling part
`b² J(J+1)`. -/
theorem root_sq (b L : ℝ) (J : ℕ) :
    root b L J ^ 2 = (b / 2 - L) ^ 2 + b ^ 2 * jj J := by
  have h : b ^ 2 * ((J : ℝ) + 1 / 2) ^ 2 - b * L + L ^ 2
      = (b / 2 - L) ^ 2 + b ^ 2 * jj J := by
    unfold jj
    ring
  have hj : 0 ≤ jj J := by unfold jj; positivity
  unfold root
  rw [h, Real.sq_sqrt (by positivity)]
```

## (e) The two-state determinant

The state |s⟩ = (|1⟩ + |−1⟩)/√2 couples to Σ = 0 with strength −√2·bq = −b√x. In the order Σ = 0, |s⟩, with energies measured from E₀, the matrix (`evenBlock`) is

M = [[b − 2L, −b√x], [−b√x, 0]].

With W± = b/2 − L ± R (`upperShift`, `lowerShift`), show that

det(M − w·1) = (w − W₊)(w − W₋).

**Solution.** The left side is w² − (b − 2L)w − b²x. The right side is w² − (b − 2L)w + (b/2 − L)² − R², and (d) makes them equal. The `linear_combination` step performs this substitution.

```lean
/-- The secular determinant of the two-state matrix factors into its two shifts. -/
theorem evenBlock_det (b L w : ℝ) (J : ℕ) :
    (evenBlock b L J - w • (1 : Matrix (Fin 2) (Fin 2) ℝ)).det
      = (w - upperShift b L J) * (w - lowerShift b L J) := by
  have hx : √(jj J) ^ 2 = jj J := Real.sq_sqrt (by unfold jj; positivity)
  have e : evenBlock b L J - w • (1 : Matrix (Fin 2) (Fin 2) ℝ)
      = !![b - 2 * L - w, -(b * √(jj J)); -(b * √(jj J)), -w] := by
    ext i j
    fin_cases i <;> fin_cases j <;> simp [evenBlock]
  rw [e, Matrix.det_fin_two_of]
  unfold upperShift lowerShift
  linear_combination root_sq b L J - b ^ 2 * hx
```

## (f) The two-state levels

Show that w is a level of M exactly when

w = W₊ or w = W₋.

**Solution.** By (a) and (e), the product (w − W₊)(w − W₋) must vanish, so one factor does.

```lean
/-- The levels of the two-state matrix are `b/2 - L ± √(b²(J+1/2)² - bL + L²)`. -/
theorem evenBlock_levels (b L w : ℝ) (J : ℕ) :
    IsLevel (evenBlock b L J) w ↔ w = upperShift b L J ∨ w = lowerShift b L J := by
  rw [isLevel_iff_det, evenBlock_det, mul_eq_zero, sub_eq_zero, sub_eq_zero]
```

## (g) Factoring the three-state determinant

Show that

det(H − E·1) = (E₀ − E) · det(M − (E − E₀)·1).

**Solution.** Put w = E − E₀. Expanding the 3×3 determinant gives −w[(b − 2L − w)(−w) − 2b²q²], the identity called `key` in Lean. Since 2q² = x, the bracket is det(M − w·1).

```lean
/-- The three-state secular determinant splits into the `N = J` level and the
two-state matrix. -/
theorem hamiltonian_det (B g L E : ℝ) (J : ℕ) :
    (hamiltonian B g L J - E • (1 : Matrix (Fin 3) (Fin 3) ℝ)).det
      = (midLevel B g L J - E) * (evenBlock (2 * B - g) L J
          - (E - midLevel B g L J) • (1 : Matrix (Fin 2) (Fin 2) ℝ)).det := by
  have key : ∀ w c d : ℝ, (!![-w, c, 0; c, d - w, c; 0, c, -w]).det
      = -w * ((d - w) * (-w) - 2 * c ^ 2) := by
    intro w c d
    simp [Matrix.det_fin_three]
    ring
  have hq : coupling J ^ 2 = jj J / 2 := Real.sq_sqrt (by unfold jj; positivity)
  -- measure all energies from the N = J component
  have e : hamiltonian B g L J - E • (1 : Matrix (Fin 3) (Fin 3) ℝ)
      = !![-(E - midLevel B g L J), -((2 * B - g) * coupling J), 0;
           -((2 * B - g) * coupling J), (2 * B - g - 2 * L) - (E - midLevel B g L J),
             -((2 * B - g) * coupling J);
           0, -((2 * B - g) * coupling J), -(E - midLevel B g L J)] := by
    rw [hamiltonian_eq]
    ext i j
    fin_cases i <;> fin_cases j <;> simp
    ring
  rw [e, key, evenBlock_det]
  unfold upperShift lowerShift
  linear_combination (midLevel B g L J - E) *
    (root_sq (2 * B - g) L J - 2 * (2 * B - g) ^ 2 * hq)
```

## (h) All the levels

Show that the levels of H are exactly

E = E₀, E = E₀ + W₊ and E = E₀ + W₋.

**Solution.** Set the product in (g) to zero and use (e).

For example, take B = 1, g = 0, L = 2, J = 1. Then b = 2, x = 2, R = √(1 + 8) = 3 and E₀ = 10/3. The shifts are 2 and −4, so the levels are 10/3, 16/3 and −2/3. Their sum, 8, equals the trace of H. Such values can check a numerical diagonalisation of this three-state effective Hamiltonian.

```lean
/-- The triplet Sigma levels are the `N = J` energy and that energy shifted by
`b/2 - L ± √(b²(J+1/2)² - bL + L²)`, where `b = 2B - g`. -/
theorem tripletSigma_levels (B g L E : ℝ) (J : ℕ) :
    IsLevel (hamiltonian B g L J) E ↔
      E = midLevel B g L J ∨
      E = midLevel B g L J + upperShift (2 * B - g) L J ∨
      E = midLevel B g L J + lowerShift (2 * B - g) L J := by
  rw [isLevel_iff_det, hamiltonian_det, evenBlock_det, mul_eq_zero, mul_eq_zero]
  refine or_congr ?_ (or_congr ?_ ?_) <;> constructor <;> intro h <;> linarith
```

## (i) Schlapp's expressions at g = 0

Define

F₁(N) = BN(N+1) + (2N+3)B − L − √((2N+3)²B² + L² − 2LB),

F₃(N) = BN(N+1) − (2N−1)B − L + √((2N−1)²B² + L² − 2LB).

For g = 0, show that the levels are given by

E − 2L/3 = Bx, F₃(J+1) or F₁(J−1).

**Solution.** Now b = 2B. Both substitutions turn the root into R and the terms before −L into Bx + B, giving Bx + B − L ± R = Bx + W±. For g ≠ 0 use (h), where g enters the root through b.

For B > 0 and J ≥ 1, F₃(J+1) and F₁(J−1) become the pure N = J + 1 and N = J − 1 levels as L → 0. For L ≠ 0 the spin-spin term mixes these two values of N, which then serve only as labels.

```lean
/-- Schlapp's expression for the component `J = N + 1`, without spin-rotation coupling. -/
def schlappF1 (B L N : ℝ) : ℝ :=
  B * N * (N + 1) + (2 * N + 3) * B - L - √((2 * N + 3) ^ 2 * B ^ 2 + L ^ 2 - 2 * L * B)

/-- Schlapp's expression for the component `J = N - 1` with `N ≥ 2`, without spin-rotation coupling.
-/
def schlappF3 (B L N : ℝ) : ℝ :=
  B * N * (N + 1) - (2 * N - 1) * B - L + √((2 * N - 1) ^ 2 * B ^ 2 + L ^ 2 - 2 * L * B)

/-- Without spin-rotation coupling, the levels measured from the offset `2L/3` are
`B J(J+1)` and Schlapp's expressions at `N = J + 1` and `N = J - 1`. -/
theorem schlapp_levels (B L E : ℝ) (J : ℕ) :
    IsLevel (hamiltonian B 0 L J) E ↔
      E - 2 * L / 3 = B * jj J ∨
      E - 2 * L / 3 = schlappF3 B L (J + 1) ∨
      E - 2 * L / 3 = schlappF1 B L (J - 1) := by
  have h0 : midLevel B 0 L J = B * jj J + 2 * L / 3 := by unfold midLevel; ring
  have h3 : midLevel B 0 L J + upperShift (2 * B - 0) L J
      = schlappF3 B L (J + 1) + 2 * L / 3 := by
    have h : (2 * B - 0) ^ 2 * ((J : ℝ) + 1 / 2) ^ 2 - (2 * B - 0) * L + L ^ 2
        = (2 * ((J : ℝ) + 1) - 1) ^ 2 * B ^ 2 + L ^ 2 - 2 * L * B := by ring
    unfold midLevel upperShift root schlappF3 jj
    rw [h]
    ring
  have h1 : midLevel B 0 L J + lowerShift (2 * B - 0) L J
      = schlappF1 B L (J - 1) + 2 * L / 3 := by
    have h : (2 * B - 0) ^ 2 * ((J : ℝ) + 1 / 2) ^ 2 - (2 * B - 0) * L + L ^ 2
        = (2 * ((J : ℝ) - 1) + 3) ^ 2 * B ^ 2 + L ^ 2 - 2 * L * B := by ring
    unfold midLevel lowerShift root schlappF1 jj
    rw [h]
    ring
  rw [tripletSigma_levels, h3, h1, h0]
  simp only [sub_eq_iff_eq_add]
```

## (j) The order of the levels

For b ≠ 0 and J ≥ 1, show that

W₋ < 0 < W₊.

**Solution.** Here b²x > 0, so (d) gives R > |b/2 − L|. The N = J level therefore lies strictly between the other two, whatever L is. Lean's `nlinarith` derives both inequalities from (d).

Both hypotheses matter. With b = 0 and L = 1 the shifts are 0 and −2; with J = 0, b = 2 and L = 0 they are 2 and 0.

```lean
/-- For `b ≠ 0` and `J ≥ 1` one shift is negative and the other positive, for every
spin-spin constant `L`. -/
theorem shifts_straddle_zero (b L : ℝ) (J : ℕ) (hb : b ≠ 0) (hJ : 0 < J) :
    lowerShift b L J < 0 ∧ 0 < upperShift b L J := by
  have hx : 0 < jj J := by unfold jj; positivity
  have hpos : 0 < b ^ 2 * jj J := by positivity
  have hr : 0 ≤ root b L J := Real.sqrt_nonneg _
  have hs := root_sq b L J
  -- the coupling makes the root exceed the diagonal part in magnitude
  unfold lowerShift upperShift
  constructor <;> nlinarith

end

end TripletSigmaFineStructure
```
```lean
#print axioms TripletSigmaFineStructure.component_N_eq_J
#print axioms TripletSigmaFineStructure.evenBlock_levels
#print axioms TripletSigmaFineStructure.schlapp_levels
#print axioms TripletSigmaFineStructure.shifts_straddle_zero
```

```
'TripletSigmaFineStructure.component_N_eq_J' depends on axioms: [propext, Classical.choice, Quot.sound]
'TripletSigmaFineStructure.evenBlock_levels' depends on axioms: [propext, Classical.choice, Quot.sound]
'TripletSigmaFineStructure.schlapp_levels' depends on axioms: [propext, Classical.choice, Quot.sound]
'TripletSigmaFineStructure.shifts_straddle_zero' depends on axioms: [propext, Classical.choice, Quot.sound]
```
